# Three scattering intensities fix the partial structure factors of a binary liquid exactly when the length pairs are pairwise linearly independent

A neutron diffraction measurement on a binary liquid returns one intensity at each momentum transfer, but the structure there is described by three numbers: the partial structure factors $S_{11}$, $S_{12}$ and $S_{22}$. Isotopic substitution changes the scattering lengths while the structure is taken to stay the same, so each sample gives a linear combination of the same three unknowns, though not always an independent one. Which sets of samples fix them?

Number the samples $i=0,1,2$, let sample $i$ have real scattering lengths $a_i$ and $b_i$ for the two species, and write $S=(S_0,S_1,S_2)=(S_{11},S_{12},S_{22})$. With concentration factors absorbed in $S$, the intensity is
$$I_i=a_i^2S_0+2a_ib_iS_1+b_i^2S_2 .$$
Define the cross difference $D_{ij}=a_ib_j-a_jb_i$. The matrix $W$ with rows $(a_i^2,\,2a_ib_i,\,b_i^2)$ has determinant
$$\det W=2\,D_{01}D_{02}D_{12}.$$
The three intensities therefore determine $S$ uniquely exactly when all three cross differences are non-zero. For a family of any size, the condition is that some three of its samples have this property.

## Where the condition matters in fitting and comparison

Direct inversion of three measured intensities for the partials means solving the linear system with matrix $W$, and the cross differences show from the scattering lengths alone whether that system is singular. The condition also matters when a simulated liquid is compared with diffraction data: in this noise-free model with shared partials, agreement with two total intensities cannot by itself establish agreement of all three partials.

## From cross differences to uniqueness

**Independence.** Suppose $s(a_i,b_i)+t(a_j,b_j)=0$. Multiplying the first component by $b_j$, the second by $a_j$ and subtracting gives $sD_{ij}=0$; similarly $tD_{ij}=0$. If $D_{ij}\neq0$, then $s=t=0$ and the pairs are independent. If $D_{ij}=0$, the coefficients $(b_j,-b_i)$ and $(a_j,-a_i)$ both give vanishing combinations. Independence would make all these coefficients zero, but zero pairs are not independent. So independence is equivalent to $D_{ij}\neq0$.

**Determinant.** Expanding along row 0, each minor contains $D_{12}$:
$$\det W=2D_{12}\left[a_0^2b_1b_2-a_0b_0(a_1b_2+a_2b_1)+b_0^2a_1a_2\right].$$
The bracket is $(a_0b_1-a_1b_0)(a_0b_2-a_2b_0)=D_{01}D_{02}$. A square linear system has at most one solution for each right-hand side exactly when its determinant is non-zero, which settles three samples.

**More samples.** Let $i,j,k$ now be three pairwise independent samples of a larger family, let $I(x,y)$ be the intensity of a sample with lengths $(x,y)$, and put $L_i=xb_i-a_iy$. Then
$$I(x,y)=I_i\frac{L_jL_k}{D_{ij}D_{ik}}-I_j\frac{L_iL_k}{D_{ij}D_{jk}}+I_k\frac{L_iL_j}{D_{ik}D_{jk}}.$$
Both sides are quadratic forms in $(x,y)$. At $(a_i,b_i)$ we have $L_i=0$, $L_j=D_{ij}$ and $L_k=D_{ik}$, so the right side is $I_i$; the other two samples work likewise. The difference of the two sides is a quadratic form that vanishes at three pairwise independent samples, so it is zero by the three-sample result. Equal data therefore imply equal $I(1,0)=S_0$, $I(0,1)=S_2$ and $I(1,1)=S_0+2S_1+S_2$, and hence equal $S$.

**Blind directions.** For two samples $(a,b)$ and $(a',b')$, take the structure change
$$H=\left(bb',\,-\tfrac12(ab'+a'b),\,aa'\right).$$
Its contribution to the intensity at $(x,y)$ is
$$x^2bb'-xy(ab'+a'b)+y^2aa'=(xb-ay)(xb'-a'y),$$
which vanishes for both samples.

Now suppose that a family determines $S$. Some sample $i$ has a non-zero length pair, since otherwise every change is invisible. Some sample $j$ has $D_{ij}\neq0$, since otherwise the non-zero change built from $i$ taken twice is invisible. Finally, the change $H$ built from $i$ and $j$ is non-zero, because
$$D_{ij}^2=(a_ib_j+a_jb_i)^2-4a_ia_jb_ib_j=4H_1^2-4H_0H_2 .$$
Some sample $k$ must therefore see it, which requires $D_{ik}\neq0$ and $D_{jk}\neq0$. Two samples cannot supply three pairwise independent ones, so they never suffice.

## The smallest sufficient set and a failing one

Three samples are the minimum. With lengths $(1,0)$, $(0,1)$ and $(1,1)$ in a common unit, $\det W=-2$ and $S_1=(I_2-I_0-I_1)/2$. Without the third sample, the cross term $S_1$ is invisible.

Now take $(1,1)$, $(2,2)$ and $(1,0)$. The change $(0,-\tfrac12,1)$ contributes zero to all three intensities. Independence in two of the three comparisons is thus not enough, even when all length pairs are different and non-zero.

## The Lean file

```lean
import Mathlib

open Matrix

namespace IsotopicSubstitution

noncomputable section

/-- Scattered intensity of a binary liquid with scattering lengths `a`, `b` and partial structure
factors `S = (S11, S12, S22)`, concentration factors being absorbed in `S`. -/
def intensity (a b : ℝ) (S : Fin 3 → ℝ) : ℝ :=
  a ^ 2 * S 0 + 2 * a * b * S 1 + b ^ 2 * S 2

/-- The intensities of a family of isotopic samples that share the same partial structure
factors `S`; sample `i` has scattering lengths `a i`, `b i`. -/
def intensities {ι : Type*} (a b : ι → ℝ) (S : Fin 3 → ℝ) : ι → ℝ :=
  fun i => intensity (a i) (b i) S

/-- The weight matrix of three samples, with rows `(a², 2ab, b²)`. -/
def weightMatrix (a b : Fin 3 → ℝ) : Matrix (Fin 3) (Fin 3) ℝ :=
  Matrix.of fun i => ![a i ^ 2, 2 * a i * b i, b i ^ 2]

/-- Samples `i` and `j` are distinct when their pairs of scattering lengths are linearly
independent. -/
def Distinct {ι : Type*} (a b : ι → ℝ) (i j : ι) : Prop :=
  LinearIndependent ℝ ![![a i, b i], ![a j, b j]]

/-- A change of the partial structure factors built from the scattering lengths `(a, b)` and
`(a', b')` of two samples. -/
def hiddenChange (a b a' b' : ℝ) : Fin 3 → ℝ :=
  ![b * b', -(a * b' + a' * b) / 2, a * a']

/-- Two samples are distinct exactly when the cross difference of their scattering lengths
is nonzero. -/
theorem distinct_iff {ι : Type*} (a b : ι → ℝ) (i j : ι) :
    Distinct a b i j ↔ a i * b j - a j * b i ≠ 0 := by
  have e : ∀ s t : ℝ, s • ![a i, b i] + t • ![a j, b j] = 0 ↔
      s * a i + t * a j = 0 ∧ s * b i + t * b j = 0 := by
    intro s t
    simp [funext_iff, Fin.forall_fin_two]
  simp only [Distinct, LinearIndependent.pair_iff, e]
  constructor
  · intro h h0
    -- a vanishing cross difference would force the first pair to be zero
    have h1 := (h (b j) (-b i) ⟨by linear_combination h0, by ring⟩).2
    have h2 := (h (a j) (-a i) ⟨by ring, by linear_combination -h0⟩).2
    exact one_ne_zero (h 1 0 ⟨by linarith, by linarith⟩).1
  · rintro h s t ⟨h1, h2⟩
    have hs : s * (a i * b j - a j * b i) = 0 := by
      linear_combination b j * h1 - a j * h2
    have ht : t * (a i * b j - a j * b i) = 0 := by
      linear_combination a i * h2 - b i * h1
    exact ⟨(mul_eq_zero.mp hs).resolve_right h, (mul_eq_zero.mp ht).resolve_right h⟩

/-- The weight determinant of three samples is twice the product of the three cross differences
of their scattering lengths. -/
theorem det_weightMatrix (a b : Fin 3 → ℝ) :
    (weightMatrix a b).det = 2 * (a 0 * b 1 - a 1 * b 0) * (a 0 * b 2 - a 2 * b 0)
      * (a 1 * b 2 - a 2 * b 1) := by
  rw [Matrix.det_fin_three]
  simp [weightMatrix]
  ring

/-- The intensities of three samples are the weight matrix applied to the partial structure
factors. -/
theorem intensities_eq_mulVec (a b : Fin 3 → ℝ) :
    intensities a b = (weightMatrix a b).mulVec := by
  ext S i
  simp [intensities, intensity, weightMatrix, Matrix.mulVec, dotProduct, Fin.sum_univ_three]

/-- Three measured intensities determine the three partial structure factors uniquely exactly
when no two of the pairs of scattering lengths are linearly dependent. -/
theorem three_samples_determine_iff (a b : Fin 3 → ℝ) :
    Function.Injective (intensities a b) ↔ Pairwise (Distinct a b) := by
  rw [intensities_eq_mulVec, Matrix.mulVec_injective_iff_isUnit, Matrix.isUnit_iff_isUnit_det,
    isUnit_iff_ne_zero, det_weightMatrix]
  constructor
  · intro h
    have h12 := (distinct_iff a b 1 2).2 (right_ne_zero_of_mul h)
    have h' := left_ne_zero_of_mul h
    have h02 := (distinct_iff a b 0 2).2 (right_ne_zero_of_mul h')
    have h01 := (distinct_iff a b 0 1).2 (right_ne_zero_of_mul (left_ne_zero_of_mul h'))
    have hs : ∀ i j, Distinct a b i j → Distinct a b j i := fun i j hij =>
      (distinct_iff a b j i).2 fun h0 => (distinct_iff a b i j).1 hij (by linarith)
    intro i j hij
    fin_cases i <;> fin_cases j
    exacts [absurd rfl hij, h01, h02, hs _ _ h01, absurd rfl hij, h12,
      hs _ _ h02, hs _ _ h12, absurd rfl hij]
  · intro h
    have h01 := (distinct_iff a b 0 1).1 (h (by decide))
    have h02 := (distinct_iff a b 0 2).1 (h (by decide))
    have h12 := (distinct_iff a b 1 2).1 (h (by decide))
    exact mul_ne_zero (mul_ne_zero (mul_ne_zero two_ne_zero h01) h02) h12

/-- The intensities of three pairwise distinct samples predict the intensity of any further
sample, with scattering lengths `x` and `y`. -/
theorem predict_intensity {ι : Type*} (a b : ι → ℝ) {i j k : ι} (hij : Distinct a b i j)
    (hik : Distinct a b i k) (hjk : Distinct a b j k) (x y : ℝ) (S : Fin 3 → ℝ) :
    intensity x y S =
      intensities a b S i * ((x * b j - a j * y) * (x * b k - a k * y))
          / ((a i * b j - a j * b i) * (a i * b k - a k * b i))
      - intensities a b S j * ((x * b i - a i * y) * (x * b k - a k * y))
          / ((a i * b j - a j * b i) * (a j * b k - a k * b j))
      + intensities a b S k * ((x * b i - a i * y) * (x * b j - a j * y))
          / ((a i * b k - a k * b i) * (a j * b k - a k * b j)) := by
  rw [distinct_iff] at hij hik hjk
  -- name the cross differences while the denominators are cleared
  generalize hp : a i * b j - a j * b i = p at hij ⊢
  generalize hq : a i * b k - a k * b i = q at hik ⊢
  generalize hr : a j * b k - a k * b j = r at hjk ⊢
  field_simp
  subst hp hq hr
  unfold intensities intensity
  ring

/-- The hidden change of two samples contributes to the intensity of a sample `(x, y)` the
product of its cross differences with the two. -/
theorem intensity_hiddenChange (x y a b a' b' : ℝ) :
    intensity x y (hiddenChange a b a' b') = (x * b - a * y) * (x * b' - a' * y) := by
  simp [intensity, hiddenChange]
  ring

/-- Any family of isotopic samples determines the partial structure factors uniquely exactly
when it contains three pairwise distinct samples. -/
theorem samples_determine_iff {ι : Type*} (a b : ι → ℝ) :
    Function.Injective (intensities a b) ↔
      ∃ i j k, Distinct a b i j ∧ Distinct a b i k ∧ Distinct a b j k := by
  constructor
  · intro h
    have blind : ∀ S, (∀ k, intensity (a k) (b k) S = 0) → S = 0 := fun S hS =>
      h (funext fun k => by simpa [intensities, intensity] using hS k)
    -- some sample scatters at all
    obtain ⟨i, hi⟩ : ∃ i, ¬(a i = 0 ∧ b i = 0) := by
      by_contra hn
      have hz : ∀ k, a k = 0 ∧ b k = 0 := fun k => by_contra fun hk => hn ⟨k, hk⟩
      have hS := blind (fun _ => 1) fun k => by simp [intensity, (hz k).1, (hz k).2]
      exact one_ne_zero (α := ℝ) (congrFun hS 0)
    -- some second sample is distinct from it
    obtain ⟨j, hj⟩ : ∃ j, a i * b j - a j * b i ≠ 0 := by
      by_contra hn
      have hz : ∀ k, a i * b k - a k * b i = 0 := fun k => by_contra fun hk => hn ⟨k, hk⟩
      have hS := blind (hiddenChange (a i) (b i) (a i) (b i)) fun k => by
        rw [intensity_hiddenChange]
        linear_combination (a i * b k - a k * b i) * hz k
      have h0 : b i * b i = 0 := congrFun hS 0
      have h2 : a i * a i = 0 := congrFun hS 2
      exact hi ⟨mul_self_eq_zero.mp h2, mul_self_eq_zero.mp h0⟩
    -- without a third one, the hidden change of these two is invisible to all samples
    by_contra hn
    have hS := blind (hiddenChange (a i) (b i) (a j) (b j)) fun k => by
      rw [intensity_hiddenChange]
      by_contra hk
      exact hn ⟨i, j, k, (distinct_iff a b i j).2 hj,
        (distinct_iff a b i k).2 fun h0 => left_ne_zero_of_mul hk (by linarith),
        (distinct_iff a b j k).2 fun h0 => right_ne_zero_of_mul hk (by linarith)⟩
    have h1 : -(a i * b j + a j * b i) / 2 = 0 := congrFun hS 1
    have h2 : a i * a j = 0 := congrFun hS 2
    have hsq : (a i * b j - a j * b i) ^ 2 = 0 := by
      linear_combination (-2 * (a i * b j + a j * b i)) * h1 - 4 * (b i * b j) * h2
    exact pow_ne_zero 2 hj hsq
  · rintro ⟨i, j, k, hij, hik, hjk⟩ S T h
    -- equal data give equal intensities for every conceivable sample
    have key : ∀ x y, intensity x y S = intensity x y T := fun x y => by
      rw [predict_intensity a b hij hik hjk x y S, predict_intensity a b hij hik hjk x y T, h]
    have h10 := key 1 0
    have h01 := key 0 1
    have h11 := key 1 1
    unfold intensity at h10 h01 h11
    have e0 : S 0 = T 0 := by linarith
    have e2 : S 2 = T 2 := by linarith
    have e1 : S 1 = T 1 := by linarith
    ext m
    fin_cases m
    exacts [e0, e1, e2]

/-- Two isotopic samples never determine the three partial structure factors uniquely. -/
theorem two_samples_never_determine (a b : Fin 2 → ℝ) :
    ¬ Function.Injective (intensities a b) := by
  rw [samples_determine_iff]
  rintro ⟨i, j, k, hij, hik, hjk⟩
  have irrefl : ∀ m, ¬ Distinct a b m m := fun m hm =>
    (distinct_iff a b m m).1 hm (by ring)
  have pigeon : ∀ i j k : Fin 2, i = j ∨ i = k ∨ j = k := by decide
  rcases pigeon i j k with rfl | rfl | rfl
  exacts [irrefl _ hij, irrefl _ hik, irrefl _ hjk]

end

end IsotopicSubstitution
```

```lean
#print axioms IsotopicSubstitution.three_samples_determine_iff
#print axioms IsotopicSubstitution.two_samples_never_determine
```

```
'IsotopicSubstitution.three_samples_determine_iff' depends on axioms: [propext, Classical.choice, Quot.sound]
'IsotopicSubstitution.two_samples_never_determine' depends on axioms: [propext, Classical.choice, Quot.sound]
```

## How the Lean statements express the measurement

`intensity` is the quadratic form above, and `intensities a b` sends a triple `S : Fin 3 → ℝ` to the data of all samples, labelled by a type `ι`. `Distinct a b i j` means linear independence of the two length pairs, so different isotopic compositions need not be distinct in this sense. `Function.Injective (intensities a b)` says that two different triples never give the same data. `Pairwise` in `three_samples_determine_iff` ranges over different labels, while `samples_determine_iff` asks for three mutually distinct samples in an arbitrary family.

## How the lemmas carry the algebra

`distinct_iff` uses the coefficient choices given above, with `linear_combination` performing the eliminations. `det_weightMatrix` expands the determinant and leaves the factorisation to `ring`. `intensities_eq_mulVec` identifies the measurement with multiplication by $W$, after which `three_samples_determine_iff` rewrites injectivity as invertibility, then as a non-zero determinant, and reads off the factors.

`predict_intensity` proves the interpolation formula directly: `field_simp` clears the non-zero denominators and `ring` compares polynomials, where the derivation above compared values at three samples. `intensity_hiddenChange` is the product formula for $H$.

In `samples_determine_iff`, the local statement `blind` says that a change invisible to every sample is zero. It is applied three times, to find $i$, $j$ and $k$ in turn. The converse evaluates the interpolation formula at $(1,0)$, $(0,1)$ and $(1,1)$. `two_samples_never_determine` finishes with a pigeonhole argument: among three labels from `Fin 2`, two coincide, and no sample is distinct from itself.

## Uniqueness for noise-free data and a shared structure

The theorems concern one momentum transfer, real scattering lengths and exactly known intensities. Absorption described by complex lengths is left out, and incoherent and inelastic contributions are presumed to have been removed. Absorbing the concentrations in $S$ requires them to be non-zero and the same in every sample.

The shared $S$ is a physical assumption. For classical nuclei in equilibrium, with unchanged interactions, temperature and number density, the structure does not depend on the isotopic masses; quantum nuclear motion can make it do so, notably when hydrogen is replaced by deuterium.

Uniqueness is meant among all real triples. Positivity conditions on physical structure factors are not imposed, and for special data they could exclude the alternatives. The result also gives no bound on how measurement errors grow when a cross difference is small, and no assurance that noisy data from more than three samples fit any single $S$.
